# For odd d, the discrete Wigner function determines every d × d matrix

Take a $d$-level system with basis states $|j\rangle$, where $j$ is counted modulo $d$, and set $\omega = e^{2\pi i/d}$. For a position label $q$ and a momentum label $p$, both also modulo $d$, define the phase-point operator $A(q,p)$ and the Wigner function $W_M$ of a matrix $M$ by

$$A(q,p)_{jk} = \delta(j+k=2q)\,\omega^{p(j-k)}, \qquad W_M(q,p) = \tfrac1d\,\mathrm{Tr}\big(M A(q,p)\big).$$

I tried this on a qubit. With $d=2$ the condition $j+k=2q$ reads $j=k$, so all four operators are the identity and every state has $W=\tfrac12$ everywhere. The function has forgotten the state completely. Yet for a qutrit I am told that the same formula determines the density matrix. Does it, and does it for every odd $d$? Where does the parity of $d$ come in?

## Odd dimension lets you divide by 2

Yes, for every odd $d$. Parity enters through the equation $j+k=2q$. If $d$ is odd, then the integer $h=(d+1)/2$ satisfies $2h=d+1=1$ modulo $d$, so each pair $(j,k)$ has exactly one midpoint $q=h(j+k)$. If $d$ is even, some pairs have no midpoint, and the matrix elements between them are lost.

The other ingredient is the geometric sum: $\sum_j \omega^{ja}$ equals $d$ if $a=0$ modulo $d$, and $0$ otherwise.

**Hermiticity**, for any $d$. Conjugating $A_{kj}$ gives $\delta(k+j=2q)\,\omega^{-p(k-j)}=A_{jk}$. Hence $\overline{\mathrm{Tr}(MA)}=\mathrm{Tr}(AM^\dagger)=\mathrm{Tr}(MA)$ for Hermitian $M$, and $W_M$ is real.

From here to the overlap formula, $d$ is odd.

**Trace.** The entry $A_{jj}$ is nonzero only if $2j=2q$, that is $j=q$, where it equals 1. So $\mathrm{Tr}\,A(q,p)=1$.

**Orthogonality.** In $\mathrm{Tr}(A(q,p)A(q',p'))$ the two deltas require $2q=j+k=2q'$, so the trace vanishes unless $q=q'$. In that case $k=2q-j$, and

$$\mathrm{Tr}(A(q,p)A(q,p'))=\omega^{2q(p'-p)}\sum_j\omega^{2j(p-p')}.$$

This is $d$ if $p=p'$. Otherwise $2(p-p')\neq0$ and it is zero.

**Completeness.** In $\sum_{q,p}A(q,p)_{jk}A(q,p)_{lm}$ only $q=h(j+k)$ contributes, and only if $l+m=j+k$. The sum over $p$ then gives $d$ if $j-k+l-m=0$, and zero otherwise. Adding this condition to $j+k-l-m=0$ gives $2j=2m$, so $j=m$ and then $k=l$:

$$\sum_{q,p}A(q,p)_{jk}A(q,p)_{lm}=d\,\delta_{jm}\delta_{kl}.$$

**Reconstruction.** Writing out the trace in $W_M$ and using completeness,

$$\sum_{q,p}W_M A_{jk}=\frac1d\sum_{l,m}M_{lm}\sum_{q,p}A_{ml}A_{jk}=\sum_{l,m}M_{lm}\,\delta_{mk}\delta_{lj}=M_{jk}.$$

**Overlaps.** Multiply $M=\sum W_M A$ by $N$ and take the trace. Since $\mathrm{Tr}(AN)=d\,W_N$,

$$\mathrm{Tr}(MN)=d\sum_{q,p}W_M W_N.$$

**Even $d$.** The equation $0+1=2q$ has no solution, because reduced modulo 2 it says $1=0$. Every $A(q,p)$ therefore has a zero in the $(0,1)$ entry, and no combination of them gives $|0\rangle\langle1|$. The diagonal suffers too: since $2j=2(j+d/2)$ modulo $d$, the elements $M_{jj}$ at $j$ and at $j+d/2$ enter $W_M$ only through their sum. Your qubit is the smallest case. Its coherences are lost, and the sum of its two populations is the trace, so nothing of the state is left.

## A qutrit superposition

Let $d=3$ and $\rho=|\psi\rangle\langle\psi|$ with $|\psi\rangle=(|0\rangle+|1\rangle)/\sqrt2$. For $q=0$ the only nonzero element of $\rho$ that contributes is $\rho_{00}=\tfrac12$, so $W=\tfrac16$ for all three $p$. For $q=1$ it is $\rho_{11}$, again giving $\tfrac16$. For $q=2$ the condition is $j+k=1$, which picks out the coherences:

$$W(2,p)=\tfrac13\cos(2\pi p/3)=\tfrac13,\,-\tfrac16,\,-\tfrac16.$$

The nine values add up to 1, and $3\sum W^2=3\cdot\tfrac{12}{36}=1$, the purity of a pure state. The coherence comes back as $\rho_{01}=\tfrac13-\tfrac16(\omega^{-1}+\omega^{-2})=\tfrac12$.

In a calculation with a general density matrix and odd $d$, one substitutes $j=q+s$ and gets

$$W_\rho(q,p)=\frac1d\sum_s\rho_{q+s,\,q-s}\,\omega^{-2ps}.$$

This is one discrete Fourier transform of length $d$ for each $q$, read at frequency $2p$. An expectation value $\mathrm{Tr}(\rho O)$ of an observable $O$ is then $d\sum W_\rho W_O$, a sum over $d^2$ points, for a single system of finite odd dimension.

## The same statements in Lean

Labels live in `ZMod d`, so `j + k = 2 * q` is an equation modulo $d$. Operators are complex matrices indexed by these labels, and `[NeZero d]` excludes $d=0$. The phase $\omega^x$ is written `ZMod.stdAddChar x`, and `character_eq_pow` identifies it with powers of $e^{2\pi i/d}$. `phasePoint q p` is $A(q,p)$, and `wigner M q p` is $W_M(q,p)$ with the factor $1/d$ included. The sign of $p$ in the phase is a convention that varies between texts.

The hypothesis `Odd d` appears in the theorems on trace, orthogonality, completeness, reconstruction and overlaps. Hermiticity and reality hold without it. Reconstruction and overlaps apply to arbitrary matrices, with no positivity or normalisation assumed. In `even_not_complete`, the matrix `Matrix.single 0 1 1` is $|0\rangle\langle1|$ and the coefficients `c` are arbitrary complex numbers. That theorem concerns this definition of $A(q,p)$; other constructions for even $d$ are a separate matter.

The step left to the physicist is to choose a basis of the real $d$-level system and label it cyclically. Calling $q$ position and $p$ momentum is an interpretation, and the theorems say nothing about marginal distributions.

```lean
import Mathlib

namespace DiscreteWigner

noncomputable section

/-- For odd `d`, the number 2 has an inverse modulo `d`. -/
theorem exists_half {d : ℕ} (hd : Odd d) : ∃ h : ZMod d, 2 * h = 1 := by
  obtain ⟨m, hm⟩ := hd
  refine ⟨(m : ZMod d) + 1, ?_⟩
  have h0 : ((2 * m + 1 : ℕ) : ZMod d) = 0 := by
    rw [← hm]
    exact ZMod.natCast_self d
  push_cast at h0
  linear_combination h0

variable {d : ℕ} [NeZero d]

/-- The standard character of `ZMod d` at `n` is the phase `ω ^ n` with `ω = exp (2πi/d)`. -/
theorem character_eq_pow (n : ℕ) :
    ZMod.stdAddChar (n : ZMod d) = Complex.exp (2 * Real.pi * Complex.I / d) ^ n := by
  have h := ZMod.stdAddChar_coe (N := d) (n : ℤ)
  push_cast at h
  rw [h, ← Complex.exp_nat_mul]
  congr 1
  ring

/-- The phase-point operator `A(q,p)`, with entries `δ(j + k = 2q) ω ^ (p (j - k))`. -/
def phasePoint (q p : ZMod d) : Matrix (ZMod d) (ZMod d) ℂ :=
  Matrix.of fun j k => if j + k = 2 * q then ZMod.stdAddChar (p * (j - k)) else 0

/-- The discrete Wigner function `W_M(q,p) = Tr(M A(q,p)) / d` of a matrix `M`. -/
def wigner (M : Matrix (ZMod d) (ZMod d) ℂ) (q p : ZMod d) : ℂ :=
  (M * phasePoint q p).trace / d

/-- Every phase-point operator is Hermitian. -/
theorem phasePoint_isHermitian (q p : ZMod d) : (phasePoint q p).IsHermitian := by
  refine Matrix.IsHermitian.ext fun j k => ?_
  simp only [phasePoint, Matrix.of_apply, add_comm k j]
  split_ifs
  · rw [← starRingEnd_apply, ← AddChar.map_neg_eq_conj]
    congr 1
    ring
  · exact star_zero _

/-- For odd `d`, every phase-point operator has trace one. -/
theorem trace_phasePoint (hd : Odd d) (q p : ZMod d) : (phasePoint q p).trace = 1 := by
  obtain ⟨h, hh⟩ := exists_half hd
  -- only the diagonal entry at position `q` survives
  have key : ∀ j, phasePoint q p j j = if j = q then 1 else 0 := by
    intro j
    by_cases hj : j = q
    · subst hj
      simp [phasePoint, two_mul]
    · have e : ¬ (j + j = 2 * q) := fun e =>
        hj (by linear_combination h * e - (j - q) * hh)
      simp only [phasePoint, Matrix.of_apply, if_neg e, if_neg hj]
  simp [Matrix.trace, key]

/-- For odd `d`, phase-point operators are orthogonal: `Tr(A(x) A(y)) = d δ_xy`. -/
theorem trace_phasePoint_mul (hd : Odd d) (q p q' p' : ZMod d) :
    (phasePoint q p * phasePoint q' p').trace = if q = q' ∧ p = p' then (d : ℂ) else 0 := by
  obtain ⟨h, hh⟩ := exists_half hd
  by_cases hq : q = q'
  · subst hq
    -- the intermediate index is forced to be `2q - j`
    have key : ∀ j, (phasePoint q p * phasePoint q p') j j =
        ZMod.stdAddChar ((p' - p) * (2 * q)) * ZMod.stdAddChar (j * (2 * (p - p'))) := by
      intro j
      rw [Matrix.mul_apply, Finset.sum_eq_single (2 * q - j)]
      · have e1 : j + (2 * q - j) = 2 * q := by ring
        have e2 : 2 * q - j + j = 2 * q := by ring
        simp only [phasePoint, Matrix.of_apply]
        rw [if_pos e1, if_pos e2, ← AddChar.map_add_eq_mul, ← AddChar.map_add_eq_mul]
        congr 1
        ring
      · intro k _ hk
        have e : ¬ (j + k = 2 * q) := fun e => hk (by linear_combination e)
        simp only [phasePoint, Matrix.of_apply, if_neg e, zero_mul]
      · intro hn
        exact absurd (Finset.mem_univ _) hn
    simp only [Matrix.trace, Matrix.diag_apply, key]
    rw [← Finset.mul_sum, AddChar.sum_mulShift _ (ZMod.isPrimitive_stdAddChar d)]
    by_cases hp : p = p'
    · subst hp
      simp [ZMod.card]
    · have e : ¬ (2 * (p - p') = 0) := fun e =>
        hp (by linear_combination h * e - (p - p') * hh)
      rw [if_neg e]
      simp [hp]
  · have hn : ¬ (q = q' ∧ p = p') := fun e => hq e.1
    rw [if_neg hn]
    simp only [Matrix.trace, Matrix.diag_apply, Matrix.mul_apply]
    refine Finset.sum_eq_zero fun j _ => Finset.sum_eq_zero fun k _ => ?_
    by_cases e : j + k = 2 * q
    · have e' : ¬ (k + j = 2 * q') := fun e' =>
        hq (by linear_combination h * e' - h * e - (q - q') * hh)
      simp only [phasePoint, Matrix.of_apply, if_neg e', mul_zero]
    · simp only [phasePoint, Matrix.of_apply, if_neg e, zero_mul]

/-- Completeness for odd `d`: summed over phase space, `A_jk A_lm` gives `d δ_jm δ_kl`. -/
theorem phasePoint_completeness (hd : Odd d) (j k l m : ZMod d) :
    ∑ q, ∑ p, phasePoint q p j k * phasePoint q p l m =
      if j = m ∧ k = l then (d : ℂ) else 0 := by
  obtain ⟨h, hh⟩ := exists_half hd
  -- the position is the midpoint of `j` and `k`
  rw [Finset.sum_eq_single (h * (j + k))]
  · have e1 : j + k = 2 * (h * (j + k)) := by linear_combination (-(j + k)) * hh
    by_cases hs : l + m = j + k
    · have e2 : l + m = 2 * (h * (j + k)) := hs.trans e1
      have key : ∀ p, phasePoint (h * (j + k)) p j k * phasePoint (h * (j + k)) p l m =
          ZMod.stdAddChar (p * (j - k + l - m)) := by
        intro p
        simp only [phasePoint, Matrix.of_apply]
        rw [if_pos e1, if_pos e2, ← AddChar.map_add_eq_mul]
        congr 1
        ring
      simp only [key]
      rw [AddChar.sum_mulShift _ (ZMod.isPrimitive_stdAddChar d)]
      by_cases hj : j = m
      · have hk : k = l := by linear_combination (-1 : ZMod d) * hs - hj
        have h0 : j - k + l - m = 0 := by linear_combination hj - hk
        simp only [if_pos h0, if_pos (And.intro hj hk), ZMod.card]
      · have h0 : ¬ (j - k + l - m = 0) := fun e =>
          hj (by linear_combination h * e - h * hs - (j - m) * hh)
        have hn : ¬ (j = m ∧ k = l) := fun e => hj e.1
        simp only [if_neg h0, if_neg hn, Nat.cast_zero]
    · have hn : ¬ (j = m ∧ k = l) := fun e =>
        hs (by linear_combination (-1 : ZMod d) * e.1 - e.2)
      have e2 : ¬ (l + m = 2 * (h * (j + k))) := fun e => hs (e.trans e1.symm)
      rw [if_neg hn]
      refine Finset.sum_eq_zero fun p _ => ?_
      simp only [phasePoint, Matrix.of_apply, if_neg e2, mul_zero]
  · intro q _ hq
    have e : ¬ (j + k = 2 * q) := fun e => hq (by linear_combination (-h) * e - q * hh)
    refine Finset.sum_eq_zero fun p _ => ?_
    simp only [phasePoint, Matrix.of_apply, if_neg e, zero_mul]
  · intro hn
    exact absurd (Finset.mem_univ _) hn

/-- For odd `d`, every matrix is recovered from its Wigner function: `M = ∑ W_M A`. -/
theorem wigner_reconstruction (hd : Odd d) (M : Matrix (ZMod d) (ZMod d) ℂ) :
    M = ∑ q, ∑ p, wigner M q p • phasePoint q p := by
  have hd0 : (d : ℂ) ≠ 0 := Nat.cast_ne_zero.mpr (NeZero.ne d)
  have swap : ∀ F : ZMod d → ZMod d → ZMod d → ZMod d → ℂ,
      ∑ q, ∑ p, ∑ l, ∑ m, F q p l m = ∑ l, ∑ m, ∑ q, ∑ p, F q p l m := by
    intro F
    calc ∑ q, ∑ p, ∑ l, ∑ m, F q p l m
        = ∑ q, ∑ l, ∑ p, ∑ m, F q p l m :=
          Finset.sum_congr rfl fun q _ => Finset.sum_comm
      _ = ∑ l, ∑ q, ∑ p, ∑ m, F q p l m := Finset.sum_comm
      _ = ∑ l, ∑ q, ∑ m, ∑ p, F q p l m :=
          Finset.sum_congr rfl fun l _ => Finset.sum_congr rfl fun q _ => Finset.sum_comm
      _ = ∑ l, ∑ m, ∑ q, ∑ p, F q p l m :=
          Finset.sum_congr rfl fun l _ => Finset.sum_comm
  ext j k
  have hW : ∀ q p, wigner M q p * phasePoint q p j k =
      ∑ l, ∑ m, M l m / d * (phasePoint q p m l * phasePoint q p j k) := by
    intro q p
    simp only [wigner, Matrix.trace, Matrix.diag_apply, Matrix.mul_apply,
      Finset.sum_div, Finset.sum_mul]
    exact Finset.sum_congr rfl fun l _ => Finset.sum_congr rfl fun m _ => by ring
  simp only [Matrix.sum_apply, Matrix.smul_apply, smul_eq_mul, hW]
  -- sum over phase space first, then use completeness
  rw [swap]
  simp only [← Finset.mul_sum, phasePoint_completeness hd]
  symm
  refine (Finset.sum_eq_single j ?_ ?_).trans ((Finset.sum_eq_single k ?_ ?_).trans ?_)
  · intro l _ hl
    exact Finset.sum_eq_zero fun m _ => by simp [hl]
  · intro hn
    exact absurd (Finset.mem_univ _) hn
  · intro m _ hm
    simp [hm]
  · intro hn
    exact absurd (Finset.mem_univ _) hn
  · simp [hd0]

/-- For odd `d`, traces of products are phase-space overlaps: `Tr(MN) = d ∑ W_M W_N`. -/
theorem trace_mul_eq_wigner (hd : Odd d) (M N : Matrix (ZMod d) (ZMod d) ℂ) :
    (M * N).trace = d * ∑ q, ∑ p, wigner M q p * wigner N q p := by
  have hd0 : (d : ℂ) ≠ 0 := Nat.cast_ne_zero.mpr (NeZero.ne d)
  conv_lhs => rw [wigner_reconstruction hd M]
  simp only [Matrix.sum_mul, Matrix.trace_sum, Matrix.smul_mul, Matrix.trace_smul,
    smul_eq_mul, Finset.mul_sum]
  refine Finset.sum_congr rfl fun q _ => Finset.sum_congr rfl fun p _ => ?_
  have hN : wigner N q p * d = (N * phasePoint q p).trace := by
    rw [wigner, div_mul_cancel₀ _ hd0]
  rw [Matrix.trace_mul_comm (phasePoint q p) N, ← hN]
  ring

/-- The Wigner function of a Hermitian matrix is real. -/
theorem wigner_im_eq_zero {M : Matrix (ZMod d) (ZMod d) ℂ} (hM : M.IsHermitian)
    (q p : ZMod d) : (wigner M q p).im = 0 := by
  have ht : star (M * phasePoint q p).trace = (M * phasePoint q p).trace := by
    rw [← Matrix.trace_conjTranspose, Matrix.conjTranspose_mul, hM.eq,
      (phasePoint_isHermitian q p).eq, Matrix.trace_mul_comm]
  apply Complex.conj_eq_iff_im.mp
  rw [wigner, map_div₀, Complex.conj_natCast, starRingEnd_apply, ht]

/-- For even `d`, no linear combination of the phase-point operators equals the matrix
unit `|0⟩⟨1|`. -/
theorem even_not_complete (hd : Even d) (c : ZMod d → ZMod d → ℂ) :
    ∑ q, ∑ p, c q p • phasePoint q p ≠ Matrix.single (0 : ZMod d) (1 : ZMod d) (1 : ℂ) := by
  -- modulo 2 the condition `0 + 1 = 2q` reads `1 = 0`
  have hz : ∀ q p : ZMod d, phasePoint q p 0 1 = 0 := by
    intro q p
    have e : ¬ ((0 : ZMod d) + 1 = 2 * q) := by
      intro e
      have e' := congrArg (ZMod.castHom hd.two_dvd (ZMod 2)) e
      have t : (2 : ZMod 2) = 0 := by decide
      rw [zero_add, map_one, map_mul, map_ofNat, t, zero_mul] at e'
      exact absurd e' (by decide)
    simp only [phasePoint, Matrix.of_apply, if_neg e]
  intro H
  have H1 := congrArg (fun X : Matrix (ZMod d) (ZMod d) ℂ => X 0 1) H
  simp [Matrix.sum_apply, hz] at H1

end

end DiscreteWigner
```

```lean
#print axioms DiscreteWigner.wigner_reconstruction
-- 'DiscreteWigner.wigner_reconstruction' depends on axioms: [propext, Classical.choice, Quot.sound]
#print axioms DiscreteWigner.trace_mul_eq_wigner
-- 'DiscreteWigner.trace_mul_eq_wigner' depends on axioms: [propext, Classical.choice, Quot.sound]
#print axioms DiscreteWigner.wigner_im_eq_zero
-- 'DiscreteWigner.wigner_im_eq_zero' depends on axioms: [propext, Classical.choice, Quot.sound]
#print axioms DiscreteWigner.even_not_complete
-- 'DiscreteWigner.even_not_complete' depends on axioms: [propext, Classical.choice, Quot.sound]
```

## From the midpoint to the overlap formula

`exists_half` supplies $h$ with $2h=1$. Later proofs use it to cancel a factor 2: a step such as `linear_combination h * e - (j - q) * hh` multiplies the equation `e`, here $2j=2q$, by $h$ and concludes $j=q$.

`phasePoint_isHermitian` uses that conjugating the character negates its argument. `trace_phasePoint` shows that the diagonal entry at $j$ is 1 if $j=q$ and 0 otherwise, then sums.

In `trace_phasePoint_mul`, the case $q=q'$ reduces the inner sum to $k=2q-j$ with `Finset.sum_eq_single`. The remaining sum over $j$ is the geometric sum, supplied by `AddChar.sum_mulShift` together with the fact that the standard character is primitive. For $q\neq q'$ every term vanishes.

`phasePoint_completeness` follows the same pattern: it first isolates the midpoint `h * (j + k)`, then separates the case $l+m=j+k$ from the rest, and evaluates the sum over $p$.

`wigner_reconstruction` compares entries. `hW` writes out the trace inside $W_M$, `swap` moves the phase-space sums inside the sums over $l$ and $m$, and completeness leaves only $l=j$, $m=k$. `trace_mul_eq_wigner` substitutes this expansion for $M$ and recognises each remaining trace as $d\,W_N$. `wigner_im_eq_zero` shows that the trace equals its own conjugate, using Hermiticity of both factors and cyclicity.

For even $d$, `ZMod.castHom` carries out the reduction modulo 2. The resulting contradiction gives `hz`, the vanishing $(0,1)$ entry, and comparing that entry on both sides of the supposed expansion yields $0=1$.
